# The error of a Lanczos Green's function in terms of the residual vector

Let $H$ be a finite Hermitian matrix, and let $k+1$ Lanczos steps from a unit vector $v$ give orthonormal vectors, the columns of $Q$, with a small symmetric matrix $T$, a real coefficient $b$ and a leftover vector $q$ orthogonal to the columns. Number the columns and components from $0$ to $k$, write $e_j$ for the unit vectors, and suppose that

$$HQ = QT + b\,q\,e_k^{T}, \qquad v = Qe_0 .$$

If $z-H$ and $z-T$ are invertible, put $G(z)=(z-H)^{-1}$ and $y=(z-T)^{-1}e_0$. Then

$$v-(z-H)Qy = b\,y_k\,q, \qquad v^\dagger G(z)v-y_0 = b^2y_k^2\;q^\dagger G(z)q .$$

For a finite Hermitian Hamiltonian with these relations holding exactly, $v^\dagger G(z)v$ is the Green's function behind the local density of states at $v$, and the second identity is the error of replacing it by $y_0$. The residual can be computed from Lanczos data, whereas the error still contains an element of the full $G$.

## The relations that are assumed

The Lean file works over the complex numbers, with $H$ indexed by any finite type `n` and $T$ by `Fin (k + 1)`.

```lean
import Mathlib

open Matrix

namespace LanczosGreenError

noncomputable section

variable {n : Type*} [Fintype n] [DecidableEq n] {k : ℕ}
```

`green A z` is $(z-A)^{-1}$, used for both $H$ and $T$. Invertibility is a separate hypothesis of the theorems, stated as `IsUnit` of a determinant. Without it Lean's inverse is the zero matrix, which has no meaning as a Green's function.

```lean
/-- The Green's matrix `(z - A)⁻¹`, for `z` not an eigenvalue of `A`. -/
def green {ι : Type*} [Fintype ι] [DecidableEq ι] (A : Matrix ι ι ℂ) (z : ℂ) :
    Matrix ι ι ℂ := (z • (1 : Matrix ι ι ℂ) - A)⁻¹
```

The structure `IsLanczos` collects the five relations. Its term `vecMulVec q (Pi.single (Fin.last k) 1)` is the matrix $q\,e_k^T$.

```lean
/-- The Lanczos relations after `k + 1` steps: `H` is Hermitian, `T` is symmetric, the columns
of `Q` are orthonormal and orthogonal to `q`, and `H Q = Q T + b q eᵀ` with `e` the last
unit vector. -/
structure IsLanczos (H : Matrix n n ℂ) (Q : Matrix n (Fin (k + 1)) ℂ)
    (T : Matrix (Fin (k + 1)) (Fin (k + 1)) ℂ) (b : ℝ) (q : n → ℂ) : Prop where
  herm : H.IsHermitian
  symT : Tᵀ = T
  orth : Qᴴ * Q = 1
  perp : Qᴴ *ᵥ q = 0
  step : H * Q = Q * T + (b : ℂ) • vecMulVec q (Pi.single (Fin.last k) 1)
```

The relations are taken as given: the file does not run the Lanczos algorithm or show that it produces them. Nor does it require $T$ to be tridiagonal. In an actual Lanczos run the columns of $Q$ span the Krylov space of $v,Hv,\dots,H^kv$; the assumed relations alone do not ensure this. Below, "the Krylov space" is short for the span of the columns of $Q$, which is all that the proofs use. The vector $q$ need not be normalised. For $q\neq0$ and $\hat q=q/\lVert q\rVert$, the usual next off-diagonal coefficient is $b\lVert q\rVert$ up to sign, and the error reads $(b\lVert q\rVert)^2y_k^2\,\hat q^\dagger G\hat q$.

The vectors $v$ and $y$ are `start Q` and `smallSol T z`.

```lean
/-- The starting vector `v`, the first column of `Q`. -/
def start (Q : Matrix n (Fin (k + 1)) ℂ) : n → ℂ := fun i => Q i 0

/-- The solution `y` of the small system `(z - T) y = e₀`, for `z` not an eigenvalue of `T`. -/
def smallSol (T : Matrix (Fin (k + 1)) (Fin (k + 1)) ℂ) (z : ℂ) : Fin (k + 1) → ℂ :=
  fun j => green T z j 0
```

One auxiliary identity, $(a\,c^T)x=(c^Tx)\,a$, serves whenever the rank-one term acts on a vector.

```lean
variable {H : Matrix n n ℂ} {Q : Matrix n (Fin (k + 1)) ℂ}
  {T : Matrix (Fin (k + 1)) (Fin (k + 1)) ℂ} {b : ℝ} {q : n → ℂ} {z : ℂ}

/-- The outer product of `a` and `c` sends `x` to `a` times the number `cᵀ x`. -/
theorem outer_mulVec {l m : Type*} [Fintype m] (a : l → ℂ) (c x : m → ℂ) :
    vecMulVec a c *ᵥ x = (c ⬝ᵥ x) • a := by
  ext i
  simp only [mulVec, dotProduct, vecMulVec_apply, Pi.smul_apply, smul_eq_mul, Finset.sum_mul]
  exact Finset.sum_congr rfl fun j _ => by ring
```

## Orthonormal columns, and $q$ orthogonal to them

Physically, $Q^\dagger Q=1$ says that the Lanczos vectors are an orthonormal set of orbitals or states, and $Q^\dagger q=0$ says that the next direction lies wholly outside their span. Multiplying the recursion by $Q^\dagger$ gives

$$Q^\dagger HQ=(Q^\dagger Q)T+b\,(Q^\dagger q)\,e_k^T=T .$$

So $T$ is the Hamiltonian projected on the Krylov space, and $T^\dagger=Q^\dagger H^\dagger Q=T$. The theorem `projected` follows the same line: it rewrites with `h.step`, `h.orth` and `h.perp`, then takes the adjoint using `h.herm`.

```lean
omit [DecidableEq n] in
/-- Under the Lanczos relations `T` is `Qᴴ H Q`, the Hamiltonian projected on the columns of `Q`,
and it is Hermitian. -/
theorem projected (h : IsLanczos H Q T b q) : T = Qᴴ * H * Q ∧ T.IsHermitian := by
  have hT : Qᴴ * H * Q = T := by
    rw [Matrix.mul_assoc, h.step, Matrix.mul_add, ← Matrix.mul_assoc, h.orth, Matrix.one_mul,
      Matrix.mul_smul, Matrix.mul_vecMulVec, h.perp]
    simp
  refine ⟨hT.symm, ?_⟩
  rw [← hT, Matrix.IsHermitian, conjTranspose_mul, conjTranspose_mul,
    conjTranspose_conjTranspose, h.herm.eq, Matrix.mul_assoc]
```

Both conditions return later. Orthonormality gives $v^\dagger Qy=y_0$, and orthogonality removes $q$ when an equation is projected on the Krylov space.

Without orthonormality the error formula can fail. For a single site with $H=T=(a)$, $Q=(c)$ and $q=0$, the exact element is $|c|^2/(z-a)$ while $y_0=1/(z-a)$; the formula would require them to be equal. Here the normalisation is at fault. In a long Lanczos run rounding errors erode the mutual orthogonality of the columns, and this can spoil the formula too: for $H=(a)$ with real $a\neq0$, $Q=(1\;\;1)$, $q=0$ and $T=\begin{pmatrix}0&a\\a&0\end{pmatrix}$, the recursion holds and both columns are normalised, but the exact element is $1/(z-a)$ while $y_0=z/(z^2-a^2)$.

Without $Q^\dagger q=0$ the recursion no longer fixes $T$. On a single site with $H=(a)$, $Q=(1)$ and $q=(1)$, any real $t$ is allowed as $T=(t)$ with $b=a-t$. The true error is then $(a-t)/[(z-a)(z-t)]$, whereas the formula would give $(a-t)^2/[(z-a)(z-t)^2]$.

## The recursion, and $z$ away from the spectrum of $T$

The recursion says that $H$ leads out of the Krylov space only through its last vector, and only into the direction $q$. It can be rearranged as

$$(z-H)Q=Q(z-T)+\bigl(QT-HQ\bigr)=Q(z-T)-b\,q\,e_k^T .$$

Since $z-T$ is invertible, $(z-T)y=e_0$. Applying the rearranged recursion to $y$ gives

$$(z-H)Qy=Qe_0-b\,(e_k^Ty)\,q=v-b\,y_k\,q ,$$

which is the residual identity.

In `residual`, `hI` is the rearranged recursion, `hy` is the small system and `hQ` is $Qe_0=v$. The final rewriting applies them in that order.

```lean
/-- Under the Lanczos relations and for `z - T` invertible, the approximate solution `Q y` of
`(z - H) x = v` has the residual `b y_last q`. -/
theorem residual (h : IsLanczos H Q T b q) (hT : IsUnit (z • 1 - T).det) :
    start Q - (z • 1 - H) *ᵥ (Q *ᵥ smallSol T z)
      = ((b : ℂ) * smallSol T z (Fin.last k)) • q := by
  have hI : (z • 1 - H) * Q
      = Q * (z • 1 - T) - (b : ℂ) • vecMulVec q (Pi.single (Fin.last k) 1) := by
    rw [Matrix.sub_mul, Matrix.mul_sub, h.step, Matrix.smul_mul, Matrix.one_mul,
      Matrix.mul_smul, Matrix.mul_one]
    abel
  -- the small system is solved exactly
  have hy : (z • 1 - T) *ᵥ smallSol T z
      = fun i => (1 : Matrix (Fin (k + 1)) (Fin (k + 1)) ℂ) i 0 :=
    funext fun i => congrFun (congrFun (mul_nonsing_inv _ hT) i) 0
  have hQ : Q *ᵥ (fun i => (1 : Matrix (Fin (k + 1)) (Fin (k + 1)) ℂ) i 0) = start Q := by
    ext i
    simp [mulVec, dotProduct, Matrix.one_apply, start]
  rw [mulVec_mulVec, hI, sub_mulVec, ← mulVec_mulVec, hy, hQ, smul_mulVec, outer_mulVec,
    single_dotProduct, one_mul, smul_smul]
  exact sub_sub_cancel _ _
```

This step needs neither a Hermitian $H$ nor any orthogonality. It does need $z-T$ to be invertible, because at an eigenvalue of $T$ the small system may have no solution. Such an eigenvalue need not belong to $H$, so the approximation can have a pole where the exact element is finite.

## Hermitian $H$, symmetric $T$ and real $b$

A Hermitian $H$ describes a closed system with real energies. A matrix $T$ that is both Hermitian and symmetric has real entries, which is what the standard Lanczos recursion delivers even for complex $H$. A real $b$ is the matching choice of phase for $q$.

These conditions serve to find the overlap $v^\dagger Gq$. Taking the adjoint of the recursion, with $H^\dagger=H$, $T^\dagger=T$ and $b^*=b$, gives

$$Q^\dagger H=TQ^\dagger+b\,e_kq^\dagger,\qquad
Q^\dagger(z-H)=(z-T)Q^\dagger-b\,e_kq^\dagger .$$

Let $x=G(z)q$, so that $(z-H)x=q$. Projecting this equation with $Q^\dagger$ gives

$$0=Q^\dagger q=(z-T)Q^\dagger x-b\,(q^\dagger x)\,e_k,
\qquad Q^\dagger x=b\,(q^\dagger x)\,(z-T)^{-1}e_k .$$

The component with index $0$ on the left is $v^\dagger x$. On the right it contains $[(z-T)^{-1}]_{0k}$, which equals $[(z-T)^{-1}]_{k0}=y_k$ because $T$ is symmetric. Therefore

$$v^\dagger Gq=b\,y_k\;q^\dagger Gq .$$

In `overlap`, `hx` is the equation for $x$, `hs` is the adjoint recursion and `h0` is the projected equation. Applying `green T z` and taking component $0$ gives `h2`; `hsym` and `h4` supply the symmetry step. The expression `star q ⬝ᵥ w` is $q^\dagger w$.

```lean
/-- Under the Lanczos relations and for `z - H` and `z - T` invertible, the Green's matrix
element between `v` and `q` is `b y_last` times the diagonal element at `q`. -/
theorem overlap (h : IsLanczos H Q T b q) (hH : IsUnit (z • 1 - H).det)
    (hT : IsUnit (z • 1 - T).det) :
    star (start Q) ⬝ᵥ (green H z *ᵥ q)
      = (b : ℂ) * smallSol T z (Fin.last k) * (star q ⬝ᵥ (green H z *ᵥ q)) := by
  have hx : (z • 1 - H) *ᵥ (green H z *ᵥ q) = q := by
    rw [green, mulVec_mulVec, mul_nonsing_inv _ hH, one_mulVec]
  generalize green H z *ᵥ q = x at hx ⊢
  -- the adjoint of the Lanczos recursion
  have hs : Qᴴ * H = T * Qᴴ + (b : ℂ) • vecMulVec (Pi.single (Fin.last k) 1) (star q) := by
    have h1 := congrArg conjTranspose h.step
    rw [conjTranspose_mul, h.herm.eq, conjTranspose_add, conjTranspose_mul,
      (projected h).2.eq] at h1
    rw [h1]
    congr 1
    ext i j
    by_cases hi : i = Fin.last k <;> simp [vecMulVec_apply, hi]
  have hI : Qᴴ * (z • 1 - H) = (z • 1 - T) * Qᴴ
      - (b : ℂ) • vecMulVec (Pi.single (Fin.last k) 1) (star q) := by
    rw [Matrix.mul_sub, Matrix.sub_mul, hs, Matrix.smul_mul, Matrix.one_mul,
      Matrix.mul_smul, Matrix.mul_one]
    abel
  -- projecting `(z - H) x = q` on the columns of `Q`
  have h0 : Qᴴ *ᵥ ((z • 1 - H) *ᵥ x) = 0 := by rw [hx, h.perp]
  rw [mulVec_mulVec, hI, sub_mulVec, ← mulVec_mulVec, smul_mulVec, outer_mulVec,
    sub_eq_zero, smul_smul] at h0
  have hinv : green T z * (z • 1 - T) = 1 := nonsing_inv_mul _ hT
  have h2 := congrArg (fun w => (green T z *ᵥ w) 0) h0
  simp only [mulVec_mulVec, hinv, ← Matrix.mul_assoc, Matrix.one_mul,
    mulVec_smul, Pi.smul_apply, smul_eq_mul] at h2
  have h3 : (green T z *ᵥ Pi.single (Fin.last k) 1) 0 = green T z 0 (Fin.last k) := by
    simp [mulVec, dotProduct, Pi.single_apply]
  have hsym : (green T z)ᵀ = green T z := by
    rw [green, transpose_nonsing_inv, transpose_sub, transpose_smul, transpose_one, h.symT]
  have h4 : green T z 0 (Fin.last k) = smallSol T z (Fin.last k) :=
    congrFun (congrFun hsym (Fin.last k)) 0
  have h5 : star (start Q) ⬝ᵥ x = (Qᴴ *ᵥ x) 0 := rfl
  rw [h5, h2, h3, h4]
  ring
```

If $H$ is not Hermitian, the formula can fail. Take

$$H=\begin{pmatrix}0&c\\1&0\end{pmatrix},\qquad v=e_0,\quad q=e_1,\quad T=(0),\quad b=1 .$$

The true error is $c/[z(z^2-c)]$, but the formula would give $1/[z(z^2-c)]$; they agree only for $c=1$.

If $T$ is Hermitian but not symmetric, $y_k^2$ becomes the product of the two corner elements $[(z-T)^{-1}]_{k0}$ and $[(z-T)^{-1}]_{0k}$. If $b$ is complex, $b^2$ becomes $|b|^2$. With the conditions as stated, the factor is $y_k^2$ and not $|y_k|^2$, also for complex $z$.

## $z$ away from the spectrum of $H$

Invertibility of $z-H$ means that the exact Green's function has no pole at $z$. It allows $G$ to act on the residual identity:

$$Gv=Qy+b\,y_k\,Gq .$$

Multiplying by $v^\dagger$, with $v^\dagger Qy=e_0^TQ^\dagger Qy=y_0$, and inserting the overlap gives

$$v^\dagger Gv=y_0+b\,y_k\,v^\dagger Gq
=y_0+b^2y_k^2\;q^\dagger Gq .$$

In `lanczos_error`, `hG` is the first of these equations and `h0` is $v^\dagger Qy=y_0$. The last rewriting inserts `overlap`.

```lean
/-- Lanczos error formula: under the Lanczos relations and for `z - H` and `z - T` invertible,
`v† G v` differs from the first component of `y` by `b² y_last² q† G q`. -/
theorem lanczos_error (h : IsLanczos H Q T b q) (hH : IsUnit (z • 1 - H).det)
    (hT : IsUnit (z • 1 - T).det) :
    star (start Q) ⬝ᵥ (green H z *ᵥ start Q) - smallSol T z 0
      = (b : ℂ) ^ 2 * smallSol T z (Fin.last k) ^ 2 * (star q ⬝ᵥ (green H z *ᵥ q)) := by
  have hv := sub_eq_iff_eq_add'.mp (residual h hT)
  have hinv : green H z * (z • 1 - H) = 1 := nonsing_inv_mul _ hH
  -- the exact solution is `Q y` plus the propagated residual
  have hG : green H z *ᵥ start Q = Q *ᵥ smallSol T z
      + ((b : ℂ) * smallSol T z (Fin.last k)) • (green H z *ᵥ q) := by
    rw [hv, mulVec_add, mulVec_smul, mulVec_mulVec, hinv, one_mulVec]
  have h0 : star (start Q) ⬝ᵥ (Q *ᵥ smallSol T z) = smallSol T z 0 := by
    change (Qᴴ *ᵥ (Q *ᵥ smallSol T z)) 0 = _
    rw [mulVec_mulVec, h.orth, one_mulVec]
  rw [hG, dotProduct_add, dotProduct_smul, h0, overlap h hH hT, smul_eq_mul]
  ring
```

At an eigenvalue of $H$ there is no $G(z)$ to compare with, although the residual identity survives as long as $z-T$ is invertible. Off the real axis both inverses exist, since $H$ and $T$ are Hermitian and have real eigenvalues; the theorem also covers real $z$ and therefore asks for both conditions explicitly.

## One Lanczos vector, and a three-site chain at $z=2$

The smallest case is $k=0$, with a single Lanczos vector. Then $T=(\alpha)$ with $\alpha=v^\dagger Hv$, the first and last components of $y$ coincide, and

$$v^\dagger Gv=\frac{1}{z-\alpha}+\frac{b^2}{(z-\alpha)^2}\,q^\dagger Gq .$$

If $bq=0$, for any $k$, the Krylov space is invariant under $H$ and $y_0$ is exact. This always happens when the Lanczos vectors fill the whole space.

For a case with a nonzero error, take the open three-site chain with unit hopping, started on its first site. Two steps give $k=1$, $b=1$, $q=(0,0,1)^T$ and

$$T=\begin{pmatrix}0&1\\1&0\end{pmatrix},\qquad
(2-T)^{-1}=\frac13\begin{pmatrix}2&1\\1&2\end{pmatrix},\qquad
y=\begin{pmatrix}2/3\\1/3\end{pmatrix}.$$

Then $Qy=(2/3,1/3,0)^T$ and $(2-H)Qy=(1,0,-1/3)^T$. The residual is $(0,0,1/3)^T=b\,y_1\,q$, as it should be.

The determinant of $2-H$ is $4$, and the cofactor for either end site is $3$, so $v^\dagger Gv=q^\dagger Gq=3/4$. The two sides of the error formula are

$$\frac34-\frac23=\frac1{12},\qquad
1^2\cdot\left(\frac13\right)^2\cdot\frac34=\frac1{12}.$$

The same chain shows both kinds of pole. At $z=1$ the matrix $z-T$ is singular while the exact element is $0$; at $z=0$ the exact element has a pole while $y_0=0$.

The last two theorems verify, entry by entry, that this chain satisfies the Lanczos relations, and that both determinants are nonzero at $z=2$.

```lean
/-- The open three-site chain with unit hopping, started on its first site, meets the Lanczos
relations after two steps, with `b = 1` and `q` the third site. -/
theorem isLanczos_witness :
    IsLanczos (k := 1) (!![0, 1, 0; 1, 0, 1; 0, 1, 0] : Matrix (Fin 3) (Fin 3) ℂ)
      !![1, 0; 0, 1; 0, 0] !![0, 1; 1, 0] 1 ![0, 0, 1] where
  herm := by
    ext i j
    fin_cases i <;> fin_cases j <;> simp [conjTranspose_apply]
  symT := by
    ext i j
    fin_cases i <;> fin_cases j <;> simp [transpose_apply]
  orth := by
    ext i j
    fin_cases i <;> fin_cases j <;> simp [Matrix.mul_apply, Fin.sum_univ_succ]
  perp := by
    ext i
    fin_cases i <;> simp [mulVec, dotProduct, Fin.sum_univ_succ]
  step := by
    ext i j
    rw [Matrix.add_apply, Matrix.smul_apply, vecMulVec_apply]
    fin_cases i <;> fin_cases j <;>
      simp [Matrix.mul_apply, Fin.sum_univ_succ]

/-- For the three-site chain and its two-step Lanczos matrix, `z - H` and `z - T` are both
invertible at `z = 2`. -/
theorem invertible_witness :
    IsUnit ((2 : ℂ) • (1 : Matrix (Fin 3) (Fin 3) ℂ) - !![0, 1, 0; 1, 0, 1; 0, 1, 0]).det ∧
    IsUnit ((2 : ℂ) • (1 : Matrix (Fin 2) (Fin 2) ℂ) - !![0, 1; 1, 0]).det := by
  rw [isUnit_iff_ne_zero, isUnit_iff_ne_zero, det_fin_three, det_fin_two]
  -- read off the entries, then evaluate the two determinants
  simp [Matrix.sub_apply, Matrix.smul_apply]
  norm_num

end

end LanczosGreenError
```

```lean
#print axioms LanczosGreenError.lanczos_error
-- 'LanczosGreenError.lanczos_error' depends on axioms: [propext, Classical.choice, Quot.sound]
```
